# When an added charge fraction has the slower density tail, the one-orbital potential's limits of vanishing fraction and infinite distance do not commute

An atom that exchanges electrons with a distant partner can hold \(N+f\) electrons on average, with \(0<f<1\), and its density is then a mixture of the \(N\)- and \(N+1\)-electron densities, the second of which usually decays more slowly. If a single orbital carries the whole density, which potential reproduces the tail of such a mixture, and what happens to that potential as \(f\) vanishes?

```lean
import Mathlib

open Filter Topology

namespace FractionalChargeStep

noncomputable section

/-- Ensemble density tail: weight `1 - f` on the tail `exp (-2 a x)` and weight `f` on the tail
`exp (-2 b x)`. -/
def density (a b f x : ℝ) : ℝ :=
  (1 - f) * Real.exp (-2 * a * x) + f * Real.exp (-2 * b * x)

/-- The square root of the ensemble density. -/
def orbital (a b f x : ℝ) : ℝ := √(density a b f x)

/-- The potential `g'' / (2 g)` obtained by inverting the zero-energy Schrödinger equation
(atomic units) for the square root `g` of the density; used for `0 ≤ f < 1`. -/
def potential (a b f x : ℝ) : ℝ :=
  deriv (deriv (orbital a b f)) x / (2 * orbital a b f x)

/-- The fraction of the density at `x` that comes from the `exp (-2 b x)` tail; used for
`0 ≤ f < 1`. -/
def share (a b f x : ℝ) : ℝ := f * Real.exp (-2 * b * x) / density a b f x

/-- The point where the two tails contribute equally to the density, for `0 < f < 1` and
`a ≠ b`. -/
def stepPosition (a b f : ℝ) : ℝ := Real.log ((1 - f) / f) / (2 * (a - b))

/-- The ensemble density is positive everywhere for `0 ≤ f < 1`. -/
theorem density_pos (a b x : ℝ) {f : ℝ} (h0 : 0 ≤ f) (h1 : f < 1) :
    0 < density a b f x :=
  add_pos_of_pos_of_nonneg (mul_pos (by linarith) (Real.exp_pos _))
    (mul_nonneg h0 (Real.exp_pos _).le)

/-- Derivative of a single exponential density tail. -/
theorem hasDerivAt_tail (k c x : ℝ) :
    HasDerivAt (fun y => k * Real.exp (-2 * c * y))
      (-2 * c * (k * Real.exp (-2 * c * x))) x := by
  have h : HasDerivAt (fun y : ℝ => -2 * c * y) (-2 * c) x := by
    simpa using (hasDerivAt_id' x).const_mul (-2 * c)
  exact (h.exp.const_mul k).congr_deriv (by ring)

/-- For `0 ≤ f < 1` the potential depends on position and on `f` only through the share `p` of
the `b` tail: a weighted mean of `a²/2` and `b²/2` plus a term proportional to `p (1 - p)`. -/
theorem potential_eq (a b x : ℝ) {f : ℝ} (h0 : 0 ≤ f) (h1 : f < 1) :
    potential a b f x =
      (a ^ 2 * (1 - share a b f x) + b ^ 2 * share a b f x) / 2
        + (a - b) ^ 2 * share a b f x * (1 - share a b f x) / 2 := by
  have hs : orbital a b f x ≠ 0 := (Real.sqrt_pos.mpr (density_pos a b x h0 h1)).ne'
  -- first derivative of the square root of the density
  have hg : ∀ y, HasDerivAt (orbital a b f)
      ((-2 * a * ((1 - f) * Real.exp (-2 * a * y)) + -2 * b * (f * Real.exp (-2 * b * y)))
        / (2 * orbital a b f y)) y := fun y =>
    HasDerivAt.sqrt ((hasDerivAt_tail (1 - f) a y).fun_add (hasDerivAt_tail f b y))
      (density_pos a b y h0 h1).ne'
  have hd : deriv (orbital a b f) = fun y =>
      (-2 * a * ((1 - f) * Real.exp (-2 * a * y)) + -2 * b * (f * Real.exp (-2 * b * y)))
        / (2 * orbital a b f y) := funext fun y => (hg y).deriv
  -- second derivative, by the quotient rule
  have h2 : HasDerivAt (fun y =>
      (-2 * a * ((1 - f) * Real.exp (-2 * a * y)) + -2 * b * (f * Real.exp (-2 * b * y)))
        / (2 * orbital a b f y)) _ x :=
    (((hasDerivAt_tail (1 - f) a x).const_mul (-2 * a)).fun_add
      ((hasDerivAt_tail f b x).const_mul (-2 * b))).fun_div ((hg x).const_mul 2)
      (mul_ne_zero two_ne_zero hs)
  have hden : density a b f x = orbital a b f x ^ 2 :=
    (Real.sq_sqrt (density_pos a b x h0 h1).le).symm
  have hA : (1 - f) * Real.exp (-2 * a * x)
      = orbital a b f x ^ 2 - f * Real.exp (-2 * b * x) := by
    rw [← hden, density]; ring
  unfold potential share
  rw [hd, h2.deriv, hden]
  simp only [hA]
  generalize f * Real.exp (-2 * b * x) = B
  field_simp
  ring

/-- At fixed `f` in `(0,1)`, with `b < a`, the potential tends to `b²/2` far from the system. -/
theorem potential_tendsto_far {a b f : ℝ} (hab : b < a) (h0 : 0 < f) (h1 : f < 1) :
    Tendsto (potential a b f) atTop (𝓝 (b ^ 2 / 2)) := by
  -- divide numerator and denominator of the share by the slow exponential
  have hshare : ∀ x, share a b f x
      = f / ((1 - f) * Real.exp (-(2 * (a - b) * x)) + f) := by
    intro x
    have e : Real.exp (-2 * a * x)
        = Real.exp (-(2 * (a - b) * x)) * Real.exp (-2 * b * x) := by
      rw [← Real.exp_add]; congr 1; ring
    unfold share density
    rw [e, show ∀ E F : ℝ, (1 - f) * (E * F) + f * F = ((1 - f) * E + f) * F from
      fun E F => by ring, mul_div_mul_right _ _ (Real.exp_ne_zero _)]
  have hE : Tendsto (fun x : ℝ => Real.exp (-(2 * (a - b) * x))) atTop (𝓝 0) :=
    Real.tendsto_exp_neg_atTop_nhds_zero.comp
      (tendsto_id.const_mul_atTop (by linarith : 0 < 2 * (a - b)))
  have e1 : (1 - f) * 0 + f = f := by ring
  have h : Tendsto (fun x : ℝ => f / ((1 - f) * Real.exp (-(2 * (a - b) * x)) + f)) atTop
      (𝓝 (f / ((1 - f) * 0 + f))) :=
    tendsto_const_nhds.div ((hE.const_mul (1 - f)).add_const f) (by rw [e1]; exact h0.ne')
  rw [e1, div_self h0.ne'] at h
  have hp : Tendsto (share a b f) atTop (𝓝 1) := h.congr fun x => (hshare x).symm
  have hc : Continuous (fun p : ℝ =>
      (a ^ 2 * (1 - p) + b ^ 2 * p) / 2 + (a - b) ^ 2 * p * (1 - p) / 2) := by fun_prop
  exact ((hc.tendsto' 1 (b ^ 2 / 2) (by norm_num)).comp hp).congr
    fun x => (potential_eq a b x h0.le h1).symm

/-- At a fixed position the potential tends to `a²/2` as `f` tends to zero from above. -/
theorem potential_tendsto_integer (a b x : ℝ) :
    Tendsto (fun f => potential a b f x) (𝓝[>] 0) (𝓝 (a ^ 2 / 2)) := by
  have hcont : ContinuousAt (fun f => share a b f x) 0 := by
    unfold share density
    exact ContinuousAt.div (by fun_prop) (by fun_prop) (by simp)
  have h : Tendsto (fun f => share a b f x) (𝓝 0) (𝓝 (share a b 0 x)) := hcont
  rw [show share a b 0 x = 0 by simp [share]] at h
  have hc : Continuous (fun p : ℝ =>
      (a ^ 2 * (1 - p) + b ^ 2 * p) / 2 + (a - b) ^ 2 * p * (1 - p) / 2) := by fun_prop
  refine ((hc.tendsto' 0 (a ^ 2 / 2) (by norm_num)).comp
    (h.mono_left nhdsWithin_le_nhds)).congr' ?_
  filter_upwards [Ioo_mem_nhdsGT (zero_lt_one' ℝ)] with f hf
  exact (potential_eq a b x hf.1.le hf.2).symm

/-- For `b < a` and `0 < f < 1`, the potential measured from the step position is the same
function for every `f`, namely the potential at `f = 1/2`. -/
theorem potential_translate {a b f : ℝ} (hab : b < a) (h0 : 0 < f) (h1 : f < 1) (y : ℝ) :
    potential a b f (stepPosition a b f + y) = potential a b (1 / 2) y := by
  have hs : 2 * (a - b) * stepPosition a b f = Real.log ((1 - f) / f) :=
    mul_div_cancel₀ _ (by linarith : 0 < 2 * (a - b)).ne'
  generalize stepPosition a b f = s at hs ⊢
  -- the two tails are equal at the step position
  have hK : (1 - f) * Real.exp (-2 * a * s) = f * Real.exp (-2 * b * s) := by
    have e : Real.exp (-2 * b * s) = (1 - f) / f * Real.exp (-2 * a * s) := by
      rw [← Real.exp_log (div_pos (by linarith : 0 < 1 - f) h0), ← hs, ← Real.exp_add]
      congr 1; ring
    rw [e, ← mul_assoc, mul_div_cancel₀ _ h0.ne']
  have hexp : ∀ c : ℝ, Real.exp (-2 * c * (s + y))
      = Real.exp (-2 * c * s) * Real.exp (-2 * c * y) := fun c => by
    rw [← Real.exp_add]; congr 1; ring
  have hp : share a b f (s + y) = share a b (1 / 2) y := by
    unfold share
    rw [div_eq_div_iff (density_pos a b _ h0.le h1).ne'
      (density_pos a b y (by norm_num) (by norm_num)).ne']
    simp only [density, hexp]
    linear_combination (-(1 / 2) * Real.exp (-2 * b * y) * Real.exp (-2 * a * y)) * hK
  rw [potential_eq a b _ h0.le h1, potential_eq a b y (by norm_num) (by norm_num), hp]

/-- For `b < a` the step position moves out to infinity as `f` tends to zero from above. -/
theorem stepPosition_tendsto {a b : ℝ} (hab : b < a) :
    Tendsto (stepPosition a b) (𝓝[>] 0) atTop := by
  have h : Tendsto (fun f : ℝ => (1 - f) / f) (𝓝[>] 0) atTop := by
    refine (tendsto_atTop_add_const_right _ (-1 : ℝ) tendsto_inv_nhdsGT_zero).congr' ?_
    filter_upwards [self_mem_nhdsWithin] with f hf
    have hf' : f ≠ 0 := ne_of_gt hf
    rw [sub_div, div_self hf', one_div, sub_eq_add_neg]
  exact (Real.tendsto_log_atTop.comp h).atTop_div_const (by linarith)

/-- For `0 < b < a` the potential has no joint limit as `f` tends to zero from above and the
position tends to infinity. -/
theorem no_joint_limit {a b : ℝ} (hb : 0 < b) (hab : b < a) :
    ¬ ∃ L : ℝ, Tendsto (fun z : ℝ × ℝ => potential a b z.1 z.2)
      (𝓝[>] 0 ×ˢ atTop) (𝓝 L) := by
  rintro ⟨L, hL⟩
  have hε : 0 < (a ^ 2 - b ^ 2) / 8 := by nlinarith
  obtain ⟨P, hP, Q, hQ, hPQ⟩ :=
    eventually_prod_iff.mp (Metric.tendsto_nhds.mp hL _ hε)
  -- fix a small f and go far out: L is close to b²/2
  obtain ⟨f, hf, hf01⟩ := (hP.and (Ioo_mem_nhdsGT (zero_lt_one' ℝ))).exists
  obtain ⟨x, hx, hxb⟩ := (hQ.and
    (Metric.tendsto_nhds.mp (potential_tendsto_far hab hf01.1 hf01.2) _ hε)).exists
  -- fix a far position and let f vanish: L is close to a²/2
  obtain ⟨x', hx'⟩ := hQ.exists
  obtain ⟨f', hf', hfa⟩ := (hP.and
    (Metric.tendsto_nhds.mp (potential_tendsto_integer a b x') _ hε)).exists
  have k1 := hPQ hf hx
  have k2 := hPQ hf' hx'
  rw [Real.dist_eq, abs_lt] at k1 k2 hxb hfa
  linarith [k1.1, k1.2, k2.1, k2.2, hxb.1, hxb.2, hfa.1, hfa.2]

end

end FractionalChargeStep
```

```lean
#print axioms FractionalChargeStep.potential_translate
#print axioms FractionalChargeStep.stepPosition_tendsto
#print axioms FractionalChargeStep.no_joint_limit
```

```
'FractionalChargeStep.potential_translate' depends on axioms: [propext, Classical.choice, Quot.sound]
'FractionalChargeStep.stepPosition_tendsto' depends on axioms: [propext, Classical.choice, Quot.sound]
'FractionalChargeStep.no_joint_limit' depends on axioms: [propext, Classical.choice, Quot.sound]
```

## The tail and its potential

On a line, in atomic units, `density` is
\[ n(x)=(1-f)e^{-2ax}+f e^{-2bx}, \]
and `orbital` is \(g=\sqrt n\), which is not normalised; a constant factor in \(g\) would not change the potential. The definition `potential` is \(v=g''/(2g)\), so that \(-\tfrac12 g''+vg=0\). Energies are thus measured from the orbital energy, and \(v\) need not vanish at infinity.

Physically, \(a^2/2\) stands for the ionisation energy \(I\) of the \(N\)-electron system and \(b^2/2\) for its electron affinity \(A\). The model makes three simplifications that the theorems do not justify for a real atom: space is a line, the ensemble tail consists of exactly these two exponentials, and a single orbital carries the whole density. With several occupied orbitals, \(g''/(2g)\) is in general not the Kohn–Sham potential.

## One variable controls the potential

Let \(p=f e^{-2bx}/n\), called `share`, be the fraction of the density that comes from the \(b\) tail. Since \(g'=n'/(2g)\), a second differentiation gives
\[ v=\frac{n''}{4n}-\frac{n'^2}{8n^2}. \]
Here \(n'/n=-2\,[a(1-p)+bp]\) and \(n''/n=4\,[a^2(1-p)+b^2p]\). Also
\[ [a(1-p)+bp]^2=a^2(1-p)+b^2p-(a-b)^2p(1-p), \]
so
\[ v=\tfrac12[a^2(1-p)+b^2p]+\tfrac12(a-b)^2p(1-p). \]

This is `potential_eq`. Its proof obtains both derivatives from `hasDerivAt_tail`, with `density_pos` keeping the square root differentiable. It then writes the \(a\) tail as \(g^2\) minus the \(b\) tail, which leaves algebra for `field_simp` and `ring`.

## Two limits and a moving step

For \(b<a\) and fixed \(f\), dividing by the slow exponential gives
\[ p=\frac{f}{(1-f)e^{-2(a-b)x}+f}\to1\qquad(x\to\infty), \]
hence \(v\to b^2/2\) (`potential_tendsto_far`). At fixed \(x\), \(p\) is continuous in \(f\) at \(0\) and vanishes there, hence \(v\to a^2/2\) as \(f\to0^+\) (`potential_tendsto_integer`, which needs no condition on \(a\) and \(b\)).

The two results are reconciled by a step that moves. The tails are equal at
\[ s=\frac{\ln[(1-f)/f]}{2(a-b)}, \]
the `stepPosition`. At \(s+y\) their common value at \(s\) cancels from \(p\), leaving
\[ p=\frac{e^{-2by}}{e^{-2ay}+e^{-2by}}, \]
which no longer contains \(f\). So `potential_translate` says that changing \(f\) only shifts the potential rigidly, and `stepPosition_tendsto` says that \(s\to\infty\) as \(f\to0^+\).

With the zero of energy moved so that \(v\) vanishes at infinity, the inner plateau has height \((a^2-b^2)/2=I-A\). If the same single orbital is occupied just below and just above the integer, as for \(N=1\) without spin polarisation, this is the jump of the Kohn–Sham potential as the electron number passes \(N\), a feature that semilocal functionals generally miss. If the added electron enters a higher orbital, the jump is \(I-A\) minus the Kohn–Sham gap.

## Numbers for \(a=2\), \(b=1\)

These values are chosen for easy arithmetic; an affinity of 0.5 hartree is far larger than that of any neutral atom. The two limits are \(a^2/2=2\) and \(b^2/2=0.5\). For \(f=0.01\) the step lies at \(s=\tfrac12\ln 99\approx2.30\).

- At \(x=0\), \(p=0.01\) and \(v\approx1.990\).
- At \(x=s\), \(p=\tfrac12\) and \(v=1.25+0.125=1.375\).
- At \(x=5\), \(p\approx0.9955\) and \(v\approx0.509\).

Reducing \(f\) to \(0.0001\) moves the step to \(x\approx4.61\) and leaves its shape unchanged.

## The product filter behind `no_joint_limit`

For \(0<b<a\), `no_joint_limit` excludes any real \(L\) that \(v\) approaches when \(f\to0^+\) and \(x\to\infty\) together. Lean expresses "together" by the filter `𝓝[>] 0 ×ˢ atTop`. If \(L\) existed, `eventually_prod_iff` would split the statement "\(v\) is within \(\varepsilon\) of \(L\)" into a condition `P` on \(f\) alone and a condition `Q` on \(x\) alone, valid for every pair that satisfies both.

This independence allows either variable to be chosen first. Fixing a small \(f\) and going far out puts \(L\) within \(2\varepsilon\) of \(b^2/2\); fixing a far \(x'\) and shrinking \(f'\) puts it within \(2\varepsilon\) of \(a^2/2\). With \(\varepsilon=(a^2-b^2)/8\), the two values would be less than \(4\varepsilon=(a^2-b^2)/2\) apart, which is exactly their distance: a contradiction.
